# For a translation-invariant interaction, the Schwarz bound between two charge distributions on a periodic grid does not depend on their separation

## Two sites, two point charges

Take a periodic grid with two sites, 0 and 1. Let equal sites interact with strength a and different sites with strength b, where a ≥ |b|. Put one unit point charge at site 0 and another at site R. Their interaction is a for R = 0 and b for R = 1. Each charge has self-interaction a wherever it sits, so the Schwarz bound on the squared interaction is a² in both cases. Even if b = 0, the bound stays at a².

## Self-interactions do not see distance

Let G be a finite abelian group, the periodic grid. For real charge distributions p, q and a real kernel w, define

(p,q) = Σ_x Σ_y p(x) w(x − y) q(y),  q_R(x) = q(x − R).

Assume that w is even and that (p,p) ≥ 0 for every p. Exchanging the names x and y and using w(y − x) = w(x − y) gives (p,q) = (q,p). Hence, for every real t,

0 ≤ (p + tq, p + tq) = (p,p) + 2t(p,q) + t²(q,q).

A quadratic that is never negative has discriminant at most zero:

4(p,q)² − 4(p,p)(q,q) ≤ 0.

If (q,q) = 0, the polynomial is linear, and nonnegativity forces (p,q) = 0, in agreement with this. So (p,q)² ≤ (p,p)(q,q).

Now substitute x = x' + R and y = y' + R:

(q_R,q_R) = Σ_x' Σ_y' q(x') w(x' − y') q(y') = (q,q).

Together these give

(p,q_R)² ≤ (p,p)(q_R,q_R) = (p,p)(q,q).

## Consequences for screening

Screening keeps R when √(p,p) √(q_R,q_R) exceeds a threshold τ. The left side is the same for all R, so either every separation is kept or none is. In exact-exchange calculations, where p and q are orbital products, this means for the finite, translation-invariant model that Schwarz factors alone cannot discard the interaction of two orbital products p and q_R on the grounds that these products are far from each other.

The exact interactions can vary with R, though they need not: a constant kernel gives the same value at every R. Their sum over all separations is fixed by three totals. Since Σ_R q(y − R) = Σ_z q(z) and Σ_y w(x − y) = Σ_z w(z),

Σ_R (p,q_R) = (Σ_x p(x)) (Σ_x w(x)) (Σ_x q(x)).

For the contact kernel δ, equal to 1 at the origin and 0 elsewhere, (p,q) = Σ_x p(x)q(x). It is even, and (p,p) is a sum of squares. Two unit point charges at sites 0 and R ≠ 0 have no overlap, so their interaction is 0, while their bound is 1 · 1 = 1.

## What the Lean statement assumes

`G` is the grid, `interaction w p q` is (p,q) without a volume weight, and `translate R q` is q_R. The hypothesis `hw` is evenness: exchanging two positions does not change their coupling. `hpos` says that no charge distribution has negative self-interaction; it is assumed for a general kernel and proved here only for the contact kernel. The main theorem, `schwarz_bound_independent_of_separation`, is a conjunction of the inequality and the equality of bounds. Continuous space and complex orbital products are not covered.

Nonnegativity matters. On two sites with a = 0 and b = 1, point charges at different sites have interaction 1 but self-interactions 0, and the Schwarz inequality would read 1 ≤ 0.

A different model would use a symmetric positive semidefinite matrix W(x,y) in place of w(x − y). The Schwarz inequality would survive, but (q_R,q_R) could then vary with R, as it does for a point charge q and a diagonal W with unequal entries.

```lean
import Mathlib

open Finset

namespace SchwarzScreeningSeparation

noncomputable section

variable {G : Type*} [AddCommGroup G]

/-- The charge distribution `q` moved rigidly by the separation `R`. -/
def translate (R : G) (q : G → ℝ) : G → ℝ := fun x => q (x - R)

variable [Fintype G]

/-- The interaction `(p,q)` of two charge distributions on a periodic grid, through a kernel `w`
that depends only on the difference of positions. -/
def interaction (w p q : G → ℝ) : ℝ := ∑ x, ∑ y, p x * w (x - y) * q y

/-- For an even kernel the interaction is symmetric in the two distributions. -/
theorem interaction_symm (w : G → ℝ) (hw : ∀ x, w (-x) = w x) (p q : G → ℝ) :
    interaction w p q = interaction w q p := by
  unfold interaction
  refine Finset.sum_comm.trans
    (Finset.sum_congr rfl fun a _ => Finset.sum_congr rfl fun b _ => ?_)
  have h : w (b - a) = w (a - b) := by
    have h' := hw (a - b)
    rwa [neg_sub] at h'
  rw [h]
  ring

/-- The self-interaction of the superposition `p + t q` is a quadratic polynomial in `t`. -/
theorem interaction_superposition (w p q : G → ℝ) (t : ℝ) :
    interaction w (fun x => p x + t * q x) (fun x => p x + t * q x) =
      interaction w p p + t * interaction w p q + t * interaction w q p
        + t ^ 2 * interaction w q q := by
  simp only [interaction, Finset.mul_sum, ← Finset.sum_add_distrib]
  refine Finset.sum_congr rfl fun x _ => Finset.sum_congr rfl fun y _ => ?_
  ring

/-- Schwarz inequality: for an even kernel with nonnegative self-interactions,
`(p,q)² ≤ (p,p)(q,q)`. -/
theorem schwarz (w : G → ℝ) (hw : ∀ x, w (-x) = w x)
    (hpos : ∀ p, 0 ≤ interaction w p p) (p q : G → ℝ) :
    interaction w p q ^ 2 ≤ interaction w p p * interaction w q q := by
  -- the quadratic polynomial in `t` never becomes negative
  have h : ∀ t : ℝ, 0 ≤ interaction w q q * (t * t) + (2 * interaction w p q) * t
      + interaction w p p := by
    intro t
    have h1 := hpos (fun x => p x + t * q x)
    rw [interaction_superposition, interaction_symm w hw q p] at h1
    linarith
  -- hence its discriminant is not positive
  have hd := discrim_le_zero h
  unfold discrim at hd
  linarith

/-- Moving both distributions by the same `R` leaves their interaction unchanged. -/
theorem interaction_translate (w p q : G → ℝ) (R : G) :
    interaction w (translate R p) (translate R q) = interaction w p q := by
  unfold interaction translate
  -- relabel both grid points by the common shift
  refine (Equiv.sum_comp (Equiv.addRight R) _).symm.trans
    (Finset.sum_congr rfl fun x _ => ?_)
  refine (Equiv.sum_comp (Equiv.addRight R) _).symm.trans
    (Finset.sum_congr rfl fun y _ => ?_)
  simp only [Equiv.coe_addRight, add_sub_cancel_right, add_sub_add_right_eq_sub]

/-- For an even kernel with nonnegative self-interactions, at every separation `R` the Schwarz
estimate bounds the squared interaction of `p` with the translate of `q`, and the value of this
bound is `(p,p)(q,q)`, independent of `R`. -/
theorem schwarz_bound_independent_of_separation (w : G → ℝ) (hw : ∀ x, w (-x) = w x)
    (hpos : ∀ p, 0 ≤ interaction w p p) (p q : G → ℝ) (R : G) :
    interaction w p (translate R q) ^ 2 ≤
        interaction w p p * interaction w (translate R q) (translate R q) ∧
      interaction w p p * interaction w (translate R q) (translate R q) =
        interaction w p p * interaction w q q :=
  ⟨schwarz w hw hpos p (translate R q), by rw [interaction_translate]⟩

/-- Screening with the Schwarz estimate at a threshold `τ` keeps either all separations of the
two distributions or none. -/
theorem screening_all_or_none (w p q : G → ℝ) (τ : ℝ) :
    {R : G | τ < √(interaction w p p) *
        √(interaction w (translate R q) (translate R q))} = Set.univ ∨
      {R : G | τ < √(interaction w p p) *
        √(interaction w (translate R q) (translate R q))} = ∅ := by
  by_cases h : τ < √(interaction w p p) * √(interaction w q q)
  · left
    refine Set.eq_univ_of_forall fun R => ?_
    rw [Set.mem_ofPred_eq, interaction_translate]
    exact h
  · right
    refine Set.eq_empty_of_forall_notMem fun R hR => h ?_
    rwa [Set.mem_ofPred_eq, interaction_translate] at hR

/-- Sum rule: the interactions added over all separations give the total charge of `p`, times the
sum of the kernel, times the total charge of `q`. -/
theorem sum_over_separations (w p q : G → ℝ) :
    ∑ R, interaction w p (translate R q) = (∑ x, p x) * (∑ x, w x) * ∑ x, q x := by
  have hq : ∀ y, ∑ R, q (y - R) = ∑ z, q z := fun y => Equiv.sum_comp (Equiv.subLeft y) q
  have hk : ∀ x, ∑ y, w (x - y) = ∑ z, w z := fun x => Equiv.sum_comp (Equiv.subLeft x) w
  calc ∑ R, interaction w p (translate R q)
      = ∑ x, ∑ y, p x * w (x - y) * ∑ R, q (y - R) := by
        -- carry the sum over separations inside
        simp only [interaction, translate, Finset.mul_sum]
        exact Finset.sum_comm.trans (Finset.sum_congr rfl fun x _ => Finset.sum_comm)
    _ = (∑ x, p x) * (∑ x, w x) * ∑ x, q x := by
        simp only [hq, ← Finset.sum_mul, ← Finset.mul_sum, hk]

variable [DecidableEq G]

/-- The function equal to one at the origin and zero elsewhere; it serves both as the contact
kernel and as a unit point charge. -/
def delta (x : G) : ℝ := if x = 0 then 1 else 0

/-- Through the contact kernel two distributions interact by their pointwise overlap. -/
theorem contact_interaction (p q : G → ℝ) :
    interaction delta p q = ∑ x, p x * q x := by
  simp [interaction, delta, sub_eq_zero]

/-- The contact kernel is even and has nonnegative self-interactions. -/
theorem contact_witness :
    (∀ x : G, delta (-x) = delta x) ∧ ∀ p : G → ℝ, 0 ≤ interaction delta p p := by
  refine ⟨fun x => by simp [delta], fun p => ?_⟩
  rw [contact_interaction]
  exact Finset.sum_nonneg fun x _ => mul_self_nonneg (p x)

/-- With the contact kernel, two unit point charges at different sites do not interact, while
their Schwarz bound equals one. -/
theorem schwarz_misses_decay (R : G) (hR : R ≠ 0) :
    interaction delta delta (translate R delta) = 0 ∧
      interaction (delta : G → ℝ) delta delta *
        interaction (delta : G → ℝ) (translate R delta) (translate R delta) = 1 := by
  constructor
  · rw [contact_interaction]
    refine Finset.sum_eq_zero fun x _ => ?_
    by_cases h : x = 0
    · subst h
      simp [delta, translate, hR]
    · simp [delta, h]
  · rw [interaction_translate, contact_interaction]
    simp [delta]

end

end SchwarzScreeningSeparation
```

```lean
#print axioms SchwarzScreeningSeparation.schwarz_bound_independent_of_separation
-- 'SchwarzScreeningSeparation.schwarz_bound_independent_of_separation' depends on axioms: [propext, Classical.choice, Quot.sound]
#print axioms SchwarzScreeningSeparation.screening_all_or_none
-- 'SchwarzScreeningSeparation.screening_all_or_none' depends on axioms: [propext, Classical.choice, Quot.sound]
#print axioms SchwarzScreeningSeparation.sum_over_separations
-- 'SchwarzScreeningSeparation.sum_over_separations' depends on axioms: [propext, Classical.choice, Quot.sound]
#print axioms SchwarzScreeningSeparation.schwarz_misses_decay
-- 'SchwarzScreeningSeparation.schwarz_misses_decay' depends on axioms: [propext, Classical.choice, Quot.sound]
```

## How the proof follows the algebra

`interaction_symm` swaps the sums with `Finset.sum_comm` and applies evenness. `interaction_superposition` expands the quadratic term by term. `schwarz` combines the two and calls `discrim_le_zero`, which also covers a vanishing leading coefficient.

`interaction_translate` shifts each summation variable through `Equiv.addRight R`. The main theorem pairs this with `schwarz` applied to p and q_R.

`screening_all_or_none` splits on whether the R-free bound exceeds τ; it needs neither hypothesis on w. `sum_over_separations` moves the sum over R inside and relabels with `Equiv.subLeft`.

`contact_interaction` collapses the double sum to the overlap, from which `contact_witness` obtains the sum of squares. `schwarz_misses_decay` checks the overlap separately at x = 0 and elsewhere, then uses translation invariance to evaluate the bound.
